# Ring series of an isotropic current response: one longitudinal and two transverse logarithms

In a ring-diagram calculation of the correlation energy of a relativistic electron gas, an infinite series of traces, starting at second order in the response, is replaced at each wavevector and frequency by a closed form, a logarithm with its first-order term removed, before the integration over both. For a 3×3 response with one longitudinal strength \(a\) and one transverse strength \(b\), both below one in modulus, that closed form splits into scalar terms, and for \(b=B/c^2\) with \(|b|\le 1/2\) its transverse part is at most \(2B^2/c^4\) in modulus.

```lean
import Mathlib

open Matrix Filter Topology

namespace RelativisticRingSum

noncomputable section

/-- The longitudinal projector `q qᵀ / |q|²` for a nonzero wavevector `q`. -/
def longProj (q : Fin 3 → ℝ) : Matrix (Fin 3) (Fin 3) ℝ :=
  Matrix.of fun i j => q i * q j / (q ⬝ᵥ q)

/-- The dimensionless response at nonzero wavevector `q`, with longitudinal strength `a` and
transverse strength `b`. -/
def response (q : Fin 3 → ℝ) (a b : ℝ) : Matrix (Fin 3) (Fin 3) ℝ :=
  a • longProj q + b • (1 - longProj q)

/-- The ring diagram with `n + 2` response insertions, `-tr(M^(n+2))/(n+2)`, at nonzero
wavevector `q`. -/
def ringTerm (q : Fin 3 → ℝ) (a b : ℝ) (n : ℕ) : ℝ :=
  -Matrix.trace (response q a b ^ (n + 2)) / ((n : ℝ) + 2)

/-- For a nonzero wavevector the longitudinal projector is idempotent and has trace one. -/
theorem longProj_idempotent_trace {q : Fin 3 → ℝ} (hq : q ≠ 0) :
    longProj q * longProj q = longProj q ∧ Matrix.trace (longProj q) = 1 := by
  have hN : q ⬝ᵥ q ≠ 0 := fun h => hq (dotProduct_self_eq_zero.mp h)
  have hs : q 0 * q 0 + q 1 * q 1 + q 2 * q 2 = q ⬝ᵥ q := by
    simp only [dotProduct, Fin.sum_univ_three]
  constructor
  · ext i j
    simp only [Matrix.mul_apply, longProj, Matrix.of_apply, Fin.sum_univ_three]
    -- the inner sum over Cartesian components is the squared length of `q`
    calc _ = q i * q j / (q ⬝ᵥ q) *
          ((q 0 * q 0 + q 1 * q 1 + q 2 * q 2) / (q ⬝ᵥ q)) := by ring
      _ = q i * q j / (q ⬝ᵥ q) := by rw [hs, div_self hN, mul_one]
  · simp only [Matrix.trace, Matrix.diag_apply, longProj, Matrix.of_apply, Fin.sum_univ_three]
    rw [← add_div, ← add_div, hs, div_self hN]

/-- At nonzero wavevector the trace of the `n`-th power of the response contains one
longitudinal and two transverse contributions. -/
theorem trace_response_pow {q : Fin 3 → ℝ} (hq : q ≠ 0) (a b : ℝ) (n : ℕ) :
    Matrix.trace (response q a b ^ n) = a ^ n + 2 * b ^ n := by
  obtain ⟨hP, ht⟩ := longProj_idempotent_trace hq
  have h1 : longProj q * (1 - longProj q) = 0 := by rw [mul_sub, mul_one, hP, sub_self]
  have h2 : (1 - longProj q) * longProj q = 0 := by rw [sub_mul, one_mul, hP, sub_self]
  have h3 : (1 - longProj q) * (1 - longProj q) = 1 - longProj q := by
    rw [mul_sub, mul_one, h2, sub_zero]
  -- the two polarization sectors do not mix
  have hpow : response q a b ^ n = a ^ n • longProj q + b ^ n • (1 - longProj q) := by
    induction n with
    | zero => simp
    | succ n ih =>
      rw [pow_succ, ih, response]
      simp only [add_mul, mul_add, smul_mul_assoc, mul_smul_comm, hP, h1, h2, h3,
        smul_zero, add_zero, zero_add]
      module
  rw [hpow]
  simp only [Matrix.trace_add, Matrix.trace_smul, Matrix.trace_sub, Matrix.trace_one, ht,
    Fintype.card_fin, smul_eq_mul]
  push_cast
  ring

/-- For nonzero wavevector and strengths of modulus below one, the ring series sums to one
longitudinal and two transverse logarithmic terms. -/
theorem hasSum_ringTerm {q : Fin 3 → ℝ} (hq : q ≠ 0) {a b : ℝ} (ha : |a| < 1) (hb : |b| < 1) :
    HasSum (ringTerm q a b)
      (Real.log (1 - a) + a + 2 * (Real.log (1 - b) + b)) := by
  -- the logarithmic series without its first-order term
  have key : ∀ x : ℝ, |x| < 1 →
      HasSum (fun n : ℕ => -(x ^ (n + 2) / ((n : ℝ) + 2))) (Real.log (1 - x) + x) := by
    intro x hx
    have h := ((hasSum_nat_add_iff' 1).mpr (Real.hasSum_pow_div_log_of_abs_lt_one hx)).neg
    have e1 : (fun n : ℕ => -(x ^ (n + 1 + 1) / (((n + 1 : ℕ) : ℝ) + 1)))
        = fun n : ℕ => -(x ^ (n + 2) / ((n : ℝ) + 2)) := by
      funext n
      push_cast
      ring
    have e2 : -(-Real.log (1 - x) - ∑ i ∈ Finset.range 1, x ^ (i + 1) / ((i : ℝ) + 1))
        = Real.log (1 - x) + x := by
      simp only [Finset.sum_range_one, Nat.cast_zero]
      ring
    rw [← e1, ← e2]
    exact h
  have h := (key a ha).add ((key b hb).mul_left 2)
  convert h using 1
  funext n
  rw [ringTerm, trace_response_pow hq]
  ring

/-- For transverse strength `|b| ≤ 1/2`, the ring function `ln(1-b) + b` of one transverse
polarization lies between `-b²` and zero. -/
theorem transverse_bounds {b : ℝ} (hb : |b| ≤ 1 / 2) :
    -b ^ 2 ≤ Real.log (1 - b) + b ∧ Real.log (1 - b) + b ≤ 0 := by
  obtain ⟨hl, hu⟩ := abs_le.mp hb
  have hpos : 0 < 1 - b := by linarith
  refine ⟨?_, by linarith [Real.log_le_sub_one_of_pos hpos]⟩
  rcases le_total 0 b with h0 | h0
  · -- positive strength: compare with the quadratic lower bound of the exponential
    have ht : 0 ≤ b + b ^ 2 := by positivity
    have he := Real.quadratic_le_exp_of_nonneg ht
    have hb2 : b ^ 2 ≤ 1 / 4 := by nlinarith
    have hb3 : b ^ 3 ≤ 1 / 8 := by nlinarith
    have hk : 0 ≤ b ^ 2 * (1 - b - b ^ 2 - b ^ 3) :=
      mul_nonneg (sq_nonneg b) (by linarith)
    have hm := mul_le_mul_of_nonneg_left he hpos.le
    have h1 : 1 ≤ (1 - b) * Real.exp (b + b ^ 2) := by
      refine le_trans ?_ hm
      linarith [show (1 - b) * (1 + (b + b ^ 2) + (b + b ^ 2) ^ 2 / 2) - 1
        = b ^ 2 * (1 - b - b ^ 2 - b ^ 3) / 2 by ring]
    have h2 := Real.log_le_log one_pos h1
    rw [Real.log_one, Real.log_mul hpos.ne' (Real.exp_pos _).ne', Real.log_exp] at h2
    linarith
  · -- negative strength: the elementary bound `1 - 1/x ≤ ln x` is enough
    have hlog := Real.one_sub_inv_le_log_of_pos hpos
    have hinv : (1 - b)⁻¹ ≤ 1 + b + b ^ 2 := by
      rw [inv_eq_one_div, div_le_iff₀ hpos]
      nlinarith [mul_nonneg (neg_nonneg.mpr h0) (sq_nonneg b)]
    linarith

/-- At nonzero wavevector, with `|a| < 1`, nonzero `c` and transverse strength `b = B/c²` of
modulus at most one half, the transverse part of the ring sum is at most `2B²/c⁴` in modulus. -/
theorem transverse_part_le {q : Fin 3 → ℝ} (hq : q ≠ 0) {a b B c : ℝ} (ha : |a| < 1)
    (hc : c ≠ 0) (hB : b * c ^ 2 = B) (hb : |b| ≤ 1 / 2) :
    |(∑' n, ringTerm q a b n) - (Real.log (1 - a) + a)| ≤ 2 * B ^ 2 / c ^ 4 := by
  have hscale : 2 * B ^ 2 / c ^ 4 = 2 * b ^ 2 := by
    rw [div_eq_iff (pow_ne_zero 4 hc), ← hB]
    ring
  obtain ⟨hl, hu⟩ := transverse_bounds hb
  rw [(hasSum_ringTerm hq ha (by linarith)).tsum_eq, hscale, abs_le]
  constructor
  · linarith
  · linarith [sq_nonneg b]

/-- At nonzero wavevector, with `|a| < 1` and fixed `B`, the transverse part of the ring sum
multiplied by `c⁴` tends to `-B²` as `c` grows without bound. -/
theorem transverse_part_limit {q : Fin 3 → ℝ} (hq : q ≠ 0) {a : ℝ} (ha : |a| < 1) (B : ℝ) :
    Tendsto (fun c : ℝ => c ^ 4 *
      ((∑' n, ringTerm q a (B / c ^ 2) n) - (Real.log (1 - a) + a))) atTop (𝓝 (-B ^ 2)) := by
  have hx : Tendsto (fun c : ℝ => B / c ^ 2) atTop (𝓝 0) :=
    tendsto_const_nhds.div_atTop (tendsto_pow_atTop two_ne_zero)
  have habs : Tendsto (fun c : ℝ => |B / c ^ 2|) atTop (𝓝 0) := by
    have h := hx.abs
    rwa [abs_zero] at h
  have hsmall : ∀ᶠ c : ℝ in atTop, |B / c ^ 2| < 1 / 2 :=
    habs.eventually_lt_const (by norm_num)
  have hlim : Tendsto (fun c : ℝ => 4 * B ^ 2 * |B / c ^ 2|) atTop (𝓝 0) := by
    have h := habs.const_mul (4 * B ^ 2)
    rwa [mul_zero] at h
  rw [tendsto_iff_norm_sub_tendsto_zero]
  refine squeeze_zero' (Eventually.of_forall fun c => norm_nonneg _) ?_ hlim
  filter_upwards [hsmall, eventually_gt_atTop (0 : ℝ)] with c hc hpos
  rw [(hasSum_ringTerm hq ha (by linarith)).tsum_eq, Real.norm_eq_abs]
  obtain ⟨x, hxd⟩ : ∃ x, x = B / c ^ 2 := ⟨_, rfl⟩
  rw [← hxd] at hc ⊢
  have hB : B = x * c ^ 2 := by
    rw [hxd, div_mul_cancel₀ B (pow_ne_zero 2 hpos.ne')]
  -- third-order remainder of the logarithm
  have hrem : |Real.log (1 - x) + x + x ^ 2 / 2| ≤ 2 * |x| ^ 3 := by
    have h := Real.abs_log_sub_add_sum_range_le (show |x| < 1 by linarith) 2
    have hsum : (∑ i ∈ Finset.range 2, x ^ (i + 1) / ((i : ℝ) + 1)) + Real.log (1 - x)
        = Real.log (1 - x) + x + x ^ 2 / 2 := by
      simp only [Finset.sum_range_succ, Finset.sum_range_zero]
      push_cast
      ring
    rw [hsum] at h
    refine h.trans ?_
    rw [div_le_iff₀ (by linarith), show (2 + 1 : ℕ) = 3 from rfl]
    nlinarith [mul_nonneg (pow_nonneg (abs_nonneg x) 3) (show 0 ≤ 1 - 2 * |x| by linarith)]
  calc _ = |2 * c ^ 4 * (Real.log (1 - x) + x + x ^ 2 / 2)| := by
        congr 1
        rw [hB]
        ring
    _ = 2 * c ^ 4 * |Real.log (1 - x) + x + x ^ 2 / 2| := by
        rw [abs_mul, abs_of_pos (show 0 < 2 * c ^ 4 by positivity)]
    _ ≤ 2 * c ^ 4 * (2 * |x| ^ 3) := mul_le_mul_of_nonneg_left hrem (by positivity)
    _ = 4 * B ^ 2 * |x| := by
        rw [hB]
        linear_combination 4 * c ^ 4 * |x| * sq_abs x

end

end RelativisticRingSum
```

```lean
#print axioms RelativisticRingSum.hasSum_ringTerm
#print axioms RelativisticRingSum.transverse_part_le
#print axioms RelativisticRingSum.transverse_part_limit
```

```
'RelativisticRingSum.hasSum_ringTerm' depends on axioms: [propext, Classical.choice, Quot.sound]
'RelativisticRingSum.transverse_part_le' depends on axioms: [propext, Classical.choice, Quot.sound]
'RelativisticRingSum.transverse_part_limit' depends on axioms: [propext, Classical.choice, Quot.sound]
```

## The response matrix and its two strengths

Let \(q\in\mathbb R^3\) be a nonzero wavevector. The matrix `longProj q` has the entries

\[
P_{ij}=\frac{q_iq_j}{q\cdot q},
\]

and projects a current onto the direction of \(q\). Its complement \(T=1-P\) projects onto the plane perpendicular to \(q\). In an isotropic medium without a preferred handedness, \(q\) is the only direction available, and the response takes the form

\[
M=aP+bT ,
\]

which is `response q a b`. Each strength stands for a response function multiplied by the interaction in its channel: Coulomb for \(a\), Breit for \(b\). The Coulomb interaction couples charge densities, which charge conservation ties to the longitudinal current at nonzero frequency. Both are dimensionless real numbers, as they would be on the imaginary frequency axis. The file takes them as given and does not compute them from the gas.

The function `ringTerm q a b n` is

\[
R_n=-\frac{\operatorname{tr}M^{n+2}}{n+2},\qquad n=0,1,2,\ldots
\]

The index starts at zero, so the first term contains two response insertions. The single-insertion term, which belongs with exchange, is left out. The prefactor of the energy and the integrals over wavevector and frequency are left out too.

## What is proved about the sum and its transverse part

The theorem `hasSum_ringTerm` says that for \(q\ne0\), \(|a|<1\) and \(|b|<1\) the series converges and

\[
\sum_{n=0}^{\infty}R_n=\ln(1-a)+a+2\bigl(\ln(1-b)+b\bigr).
\]

The predicate `HasSum` carries both the convergence and the limit. The factor 2 counts the transverse polarizations.

The theorem `transverse_part_le` subtracts the longitudinal term \(\ln(1-a)+a\) from the full sum. What remains is the transverse part, and its modulus is at most \(2B^2/c^4\) when \(|a|<1\), \(|b|\le1/2\), \(c\ne0\) and \(bc^2=B\). The last condition, `hB`, expresses the factor \(1/c^2\) that the Breit interaction carries relative to the Coulomb interaction. At \(c=0\) it would force \(B=0\) and leave \(b\) free, while Lean would evaluate the bound as zero; this is why `hc` is assumed.

The theorem `transverse_part_limit` keeps \(a\) and \(B\) fixed and lets \(c\) grow:

\[
c^4\Bigl(\sum_{n=0}^{\infty}R_n-\bigl(\ln(1-a)+a\bigr)\Bigr)\longrightarrow -B^2 .
\]

For \(B\ne0\) the transverse part therefore really is of order \(c^{-4}\), and its leading coefficient is half the size of the one in the bound.

These are statements about a single wavevector and frequency. In the gas, \(a\) and \(B\) depend on both and, through relativistic kinematics and retardation, on \(c\) as well. A \(c^{-4}\) estimate for the integrated energy would need control of \(B\) over the whole integration range. The condition \(|a|<1\) is also a restriction in practice: in the static limit the Coulomb strength of the gas is negative and its modulus grows as \(1/|q|^2\) at small \(|q|\), where the series diverges although \(\ln(1-a)+a\) is still defined at every nonzero \(q\).

## Why the trace splits into one plus two

The longitudinal projector is idempotent, because the inner sum over Cartesian components gives the squared length of \(q\):

\[
(P^2)_{ij}=\sum_k\frac{q_iq_k}{q\cdot q}\,\frac{q_kq_j}{q\cdot q}
=\frac{q_iq_j}{q\cdot q}\,\frac{\sum_k q_k^2}{q\cdot q}=P_{ij}.
\]

Its trace is \(\sum_i q_i^2/(q\cdot q)=1\). Both facts are in `longProj_idempotent_trace`, where `hs` identifies the sum of the three squares with `q ⬝ᵥ q` and `hN` allows the division.

From \(P^2=P\) it follows that

\[
PT=P-P^2=0,\qquad TP=0,\qquad T^2=T-PT=T .
\]

These are `h1`, `h2` and `h3` in `trace_response_pow`. They give the power formula `hpow`,

\[
M^n=a^nP+b^nT ,
\]

by induction. At \(n=0\) it reads \(1=P+T\). In the step from \(n\) to \(n+1\),

\[
(a^nP+b^nT)(aP+bT)=a^{n+1}P+b^{n+1}T,
\]

since the mixed products vanish. The call to `simp only` expands the product and applies the projector identities, and `module` collects the scalar coefficients. With \(\operatorname{tr}P=1\) and \(\operatorname{tr}T=3-1=2\),

\[
\operatorname{tr}M^n=a^n+2b^n .
\]

## Summing the logarithmic series

For \(|x|<1\),

\[
-\ln(1-x)=\sum_{n=0}^{\infty}\frac{x^{n+1}}{n+1}.
\]

Removing the \(n=0\) term, which is \(x\), shifting the index by one and changing the sign gives

\[
\ln(1-x)+x=-\sum_{n=0}^{\infty}\frac{x^{n+2}}{n+2}.
\]

This is the statement `key` inside `hasSum_ringTerm`; the lemma `hasSum_nat_add_iff'` removes the first term. By the trace formula,

\[
R_n=-\frac{a^{n+2}}{n+2}-2\,\frac{b^{n+2}}{n+2},
\]

so the sum is `key` at \(a\) plus twice `key` at \(b\), which is how the Lean proof combines them.

## Bounding one transverse polarization

The lemma `transverse_bounds` states that for \(|b|\le1/2\)

\[
-b^2\le\ln(1-b)+b\le0 .
\]

The upper bound is \(\ln y\le y-1\) at \(y=1-b\). The lower bound is proved separately for the two signs of \(b\).

For \(0\le b\le1/2\), put \(t=b+b^2\). Since \(t\ge0\), we have \(e^t\ge1+t+t^2/2\), and multiplication by \(1-b>0\) gives

\[
(1-b)e^{t}-1\;\ge\;(1-b)\Bigl(1+t+\frac{t^2}{2}\Bigr)-1
=\frac{b^2}{2}\,(1-b-b^2-b^3).
\]

The last bracket is at least \(1-\tfrac12-\tfrac14-\tfrac18=\tfrac18\), so the right-hand side is nonnegative and \((1-b)e^{b+b^2}\ge1\). This is `h1` in the code. Taking logarithms gives \(\ln(1-b)+b+b^2\ge0\).

For \(-1/2\le b\le0\), use \(\ln y\ge1-1/y\) at \(y=1-b\). Because

\[
(1-b)(1+b+b^2)=1-b^3\ge1,
\]

we have \(1/(1-b)\le1+b+b^2\), which is `hinv`. Hence \(\ln(1-b)\ge-b-b^2\), the same lower bound.

The full sum minus its longitudinal part is \(2(\ln(1-b)+b)\), which now lies between \(-2b^2\) and zero. Substituting \(B=bc^2\) gives \(2b^2=2B^2/c^4\), the step `hscale` in `transverse_part_le`.

## The coefficient at order \(c^{-4}\)

Put \(x=B/c^2\) with \(c>0\), and take \(c\) large enough that \(|x|<1/2\). The logarithmic series then gives the remainder estimate

\[
\Bigl|\ln(1-x)+x+\frac{x^2}{2}\Bigr|
\le\sum_{k=3}^{\infty}\frac{|x|^k}{k}
\le\frac{|x|^3}{1-|x|}
\le2|x|^3 ,
\]

which is `hrem`. Since \(B^2=c^4x^2\), the distance of the scaled transverse part from its limit is

\[
\Bigl|2c^4\bigl(\ln(1-x)+x\bigr)+B^2\Bigr|
=2c^4\Bigl|\ln(1-x)+x+\frac{x^2}{2}\Bigr|
\le4c^4|x|^3=4B^2|x| .
\]

The right-hand side equals \(4|B|^3/c^2\) and tends to zero. In `transverse_part_limit`, `hsmall` supplies the condition \(|x|<1/2\) for all sufficiently large \(c\), the closing `calc` block carries out the displayed chain, and `squeeze_zero'` turns the estimate into the limit.
